# The critical current of a two-junction SQUID as a maximum over the phase

Take two parallel Josephson junctions, each with critical current 1, whose phases are φ and φ + π/2. Together they carry sin φ + cos φ, and

(sin φ + cos φ)² + (cos φ − sin φ)² = 2.

The total therefore never exceeds √2, a value reached at φ = π/4. The two sines cannot peak at the same φ, so the pair carries less than 2.

In general the junctions have critical currents I₁ and I₂ and phases φ and φ + θ. The offset θ = 2πΦ/Φ₀ comes from the flux Φ through the loop. Physically Φ₀ = h/(2e) is the flux that winds the pair phase once; in Lean it is any nonzero real number. The model is static: it assumes sinusoidal current–phase relations and takes Φ as the given total flux, without computing the screening by the loop's inductance. Within these limits, it describes the flux-dependent interference on which magnetometry with two-junction (dc) SQUIDs rests.

```lean
import Mathlib

open Real

namespace TwoJunctionSquid

noncomputable section
```

The supercurrent is a function of φ once the other three arguments are fixed.

```lean
/-- Supercurrent through two parallel junctions with critical currents `I₁`, `I₂`,
whose phases are `φ` and `φ + θ`. -/
def squidCurrent (I₁ I₂ θ φ : ℝ) : ℝ := I₁ * sin φ + I₂ * sin (φ + θ)
```

The name `criticalCurrent` stands at first only for a closed formula. Part (c) shows that it is the maximal supercurrent.

```lean
/-- The interference formula for the critical current of two parallel junctions
with phase offset `θ`. -/
def criticalCurrent (I₁ I₂ θ : ℝ) : ℝ := √(I₁ ^ 2 + I₂ ^ 2 + 2 * I₁ * I₂ * cos θ)
```

The last definition converts flux to phase.

```lean
/-- Phase offset produced by a flux `Φ` through the loop, for a flux quantum `Φ₀ ≠ 0`. -/
def fluxPhase (Φ₀ Φ : ℝ) : ℝ := 2 * π * Φ / Φ₀
```

## (a) One sinusoid with two amplitudes

Let C and S be real. Show that the greatest value of C sin φ + S cos φ over φ is

√(C² + S²).

Expand two squares. The cross terms cancel, and sin² φ + cos² φ = 1 leaves

(C sin φ + S cos φ)² + (C cos φ − S sin φ)² = C² + S².

The second square is nonnegative, which gives the upper bound. To reach it, write S + iC = r(cos α + i sin α) with r = √(C² + S²). At φ = α the current is r sin² α + r cos² α = r.

Taking φ = arctan(C/S) instead fails for S < 0: with C = 0 and S = −1 it gives φ = 0, where the current is −1, its minimum. The complex argument keeps the quadrant.

In Lean, `IsGreatest` on a `Set.range` says that the number is a value of the function and that no value exceeds it. The first half of the proof inserts `Complex.arg ⟨S, C⟩` as α; the second uses the identity above and `Real.abs_le_sqrt`.

```lean
/-- A current with sine amplitude `C` and cosine amplitude `S` has the maximum
`√(C² + S²)` over the phase. -/
theorem isGreatest_sinusoid (C S : ℝ) :
    IsGreatest (Set.range fun φ : ℝ => C * sin φ + S * cos φ) (√(C ^ 2 + S ^ 2)) := by
  constructor
  · -- the maximum is attained at the argument of `S + i C`
    have hn : √(C ^ 2 + S ^ 2) = ‖(⟨S, C⟩ : ℂ)‖ := by
      have h : C ^ 2 + S ^ 2 = ‖(⟨S, C⟩ : ℂ)‖ ^ 2 := by
        rw [Complex.sq_norm, Complex.normSq_mk]
        ring
      rw [h, Real.sqrt_sq (norm_nonneg _)]
    have hc : ‖(⟨S, C⟩ : ℂ)‖ * cos (Complex.arg ⟨S, C⟩) = S := Complex.norm_mul_cos_arg _
    have hs : ‖(⟨S, C⟩ : ℂ)‖ * sin (Complex.arg ⟨S, C⟩) = C := Complex.norm_mul_sin_arg _
    refine ⟨Complex.arg ⟨S, C⟩, ?_⟩
    rw [hn]
    change C * sin (Complex.arg ⟨S, C⟩) + S * cos (Complex.arg ⟨S, C⟩) = _
    linear_combination (-sin (Complex.arg ⟨S, C⟩)) * hs - cos (Complex.arg ⟨S, C⟩) * hc
      + ‖(⟨S, C⟩ : ℂ)‖ * Real.sin_sq_add_cos_sq (Complex.arg ⟨S, C⟩)
  · -- the in-phase and quadrature components have constant total square
    rintro _ ⟨φ, rfl⟩
    have h : (C * sin φ + S * cos φ) ^ 2 + (C * cos φ - S * sin φ) ^ 2 = C ^ 2 + S ^ 2 := by
      linear_combination (C ^ 2 + S ^ 2) * Real.sin_sq_add_cos_sq φ
    exact (le_abs_self _).trans
      (Real.abs_le_sqrt (by linarith [sq_nonneg (C * cos φ - S * sin φ)]))
```

## (b) Any finite number of junctions

Let junction k have critical current Iₖ and phase φ + θₖ. Show that the greatest value of Σₖ Iₖ sin(φ + θₖ) over φ is

√(Σⱼ Σₖ Iⱼ Iₖ cos(θⱼ − θₖ)).

The addition theorem for the sine brings the current to the form in (a), with

C = Σₖ Iₖ cos θₖ, S = Σₖ Iₖ sin θₖ.

Multiplying out the squares gives

C² + S² = Σⱼ Σₖ Iⱼ Iₖ (cos θⱼ cos θₖ + sin θⱼ sin θₖ),

and the bracket is cos(θⱼ − θₖ). In the proof, `e₁` rewrites the current and `e₂` the squared maximum. The junctions are labelled by a finite type `ι`, and the Iₖ may have either sign.

```lean
/-- For any finite number of parallel junctions with phase offsets `θ k`, the maximal supercurrent
over `φ` is the square root of the sum of `I j * I k * cos (θ j - θ k)` over all `j` and `k`. -/
theorem isGreatest_junctionArray {ι : Type*} [Fintype ι] (I θ : ι → ℝ) :
    IsGreatest (Set.range fun φ : ℝ => ∑ k, I k * sin (φ + θ k))
      (√(∑ j, ∑ k, I j * I k * cos (θ j - θ k))) := by
  have h := isGreatest_sinusoid (∑ k, I k * cos (θ k)) (∑ k, I k * sin (θ k))
  have e₁ : (fun φ : ℝ => (∑ k, I k * cos (θ k)) * sin φ + (∑ k, I k * sin (θ k)) * cos φ)
      = fun φ : ℝ => ∑ k, I k * sin (φ + θ k) := by
    funext φ
    rw [Finset.sum_mul, Finset.sum_mul, ← Finset.sum_add_distrib]
    refine Finset.sum_congr rfl fun k _ => ?_
    rw [Real.sin_add]
    ring
  have e₂ : (∑ k, I k * cos (θ k)) ^ 2 + (∑ k, I k * sin (θ k)) ^ 2
      = ∑ j, ∑ k, I j * I k * cos (θ j - θ k) := by
    rw [sq, sq, Finset.sum_mul_sum, Finset.sum_mul_sum, ← Finset.sum_add_distrib]
    refine Finset.sum_congr rfl fun j _ => ?_
    rw [← Finset.sum_add_distrib]
    refine Finset.sum_congr rfl fun k _ => ?_
    rw [Real.cos_sub]
    ring
  rwa [e₁, e₂] at h
```

## (c) Two junctions and their bounds

For I₁, I₂ ≥ 0, show that the greatest supercurrent over φ, written I_c(θ), satisfies

I_c(θ) = √(I₁² + I₂² + 2I₁I₂ cos θ),

|I₁ − I₂| ≤ I_c(θ) ≤ I₁ + I₂.

Expanding sin(φ + θ) gives C = I₁ + I₂ cos θ and S = I₂ sin θ, so

C² + S² = I₁² + 2I₁I₂ cos θ + I₂²(cos² θ + sin² θ),

which is the radicand. It exceeds (I₁ − I₂)² by 2I₁I₂(1 + cos θ) and falls short of (I₁ + I₂)² by 2I₁I₂(1 − cos θ). Both differences are nonnegative, and taking roots gives the bounds.

The theorem joins the maximum and the two bounds by `∧`. Its proof applies (a) for the maximum and gives `nlinarith` the two nonnegative products for the bounds. Only the bounds use the signs of I₁ and I₂.

```lean
/-- For nonnegative `I₁` and `I₂`, `criticalCurrent I₁ I₂ θ` is the attained maximum of the
supercurrent over the phase, and it lies between `|I₁ - I₂|` and `I₁ + I₂`. -/
theorem squid_critical_current {I₁ I₂ : ℝ} (h₁ : 0 ≤ I₁) (h₂ : 0 ≤ I₂) (θ : ℝ) :
    IsGreatest (Set.range (squidCurrent I₁ I₂ θ)) (criticalCurrent I₁ I₂ θ) ∧
      |I₁ - I₂| ≤ criticalCurrent I₁ I₂ θ ∧ criticalCurrent I₁ I₂ θ ≤ I₁ + I₂ := by
  have hp : 0 ≤ I₁ * I₂ := mul_nonneg h₁ h₂
  refine ⟨?_, ?_, ?_⟩
  · have h := isGreatest_sinusoid (I₁ + I₂ * cos θ) (I₂ * sin θ)
    have e₁ : (fun φ : ℝ => (I₁ + I₂ * cos θ) * sin φ + I₂ * sin θ * cos φ)
        = squidCurrent I₁ I₂ θ := by
      funext φ
      rw [squidCurrent, Real.sin_add]
      ring
    have e₂ : (I₁ + I₂ * cos θ) ^ 2 + (I₂ * sin θ) ^ 2
        = I₁ ^ 2 + I₂ ^ 2 + 2 * I₁ * I₂ * cos θ := by
      linear_combination I₂ ^ 2 * Real.sin_sq_add_cos_sq θ
    rwa [e₁, e₂] at h
  · refine Real.abs_le_sqrt ?_
    nlinarith [mul_nonneg hp (by linarith [Real.neg_one_le_cos θ] : 0 ≤ 1 + cos θ)]
  · refine Real.sqrt_le_iff.mpr ⟨add_nonneg h₁ h₂, ?_⟩
    nlinarith [mul_nonneg hp (by linarith [Real.cos_le_one θ] : 0 ≤ 1 - cos θ)]
```

## (d) Removing the square root

For all real I₁, I₂ and θ, show that

I_c(θ)² = I₁² + I₂² + 2I₁I₂ cos θ.

Squaring undoes the root provided that the radicand is nonnegative. By (c) it equals (I₁ + I₂ cos θ)² + (I₂ sin θ)², a sum of squares. The Lean proof rewrites it in this way, and `positivity` finishes.

```lean
/-- The square of the critical current is the sum of the squared junction currents and
the interference term. -/
theorem criticalCurrent_sq (I₁ I₂ θ : ℝ) :
    criticalCurrent I₁ I₂ θ ^ 2 = I₁ ^ 2 + I₂ ^ 2 + 2 * I₁ * I₂ * cos θ := by
  refine Real.sq_sqrt ?_
  have e : I₁ ^ 2 + I₂ ^ 2 + 2 * I₁ * I₂ * cos θ
      = (I₁ + I₂ * cos θ) ^ 2 + (I₂ * sin θ) ^ 2 := by
    linear_combination (-I₂ ^ 2) * Real.sin_sq_add_cos_sq θ
  rw [e]
  positivity
```

## (e) Flux values with the junctions in step

For Φ₀ ≠ 0, show that

cos(2πΦ/Φ₀) = 1 ⇔ Φ = nΦ₀ for some integer n.

The cosine is 1 exactly at the angles 2πn. Set 2πΦ/Φ₀ = 2πn, cancel 2π and multiply by Φ₀. In Lean these steps are `Real.cos_eq_one_iff`, `mul_left_inj'` and `eq_div_iff`.

```lean
/-- The phase offset has cosine one exactly when the flux is an integer number of
flux quanta. -/
theorem cos_fluxPhase_eq_one_iff {Φ₀ : ℝ} (h₀ : Φ₀ ≠ 0) (Φ : ℝ) :
    cos (fluxPhase Φ₀ Φ) = 1 ↔ ∃ n : ℤ, Φ = n * Φ₀ := by
  have e : fluxPhase Φ₀ Φ = Φ / Φ₀ * (2 * π) := by
    rw [fluxPhase]
    ring
  rw [Real.cos_eq_one_iff]
  refine exists_congr fun n => ?_
  rw [e, mul_left_inj' Real.two_pi_pos.ne', eq_div_iff h₀]
  exact eq_comm
```

## (f) Where the upper bound is reached

For I₁, I₂ > 0 and Φ₀ ≠ 0, show that

I_c(2πΦ/Φ₀) = I₁ + I₂ ⇔ Φ = nΦ₀ for some integer n.

Both sides of the left equation are nonnegative, so it is equivalent to its square. By (d) that reads 2I₁I₂ cos θ = 2I₁I₂, or cos θ = 1 after division, and (e) applies. With one current zero, the left equation would hold at every flux, hence the strict signs. In Lean, `mul_left_cancel₀` divides and `sq_eq_sq₀` returns from the squares.

```lean
/-- With two working junctions, the critical current equals `I₁ + I₂` exactly at integer
multiples of the flux quantum. -/
theorem criticalCurrent_eq_add_iff {I₁ I₂ Φ₀ : ℝ} (h₁ : 0 < I₁) (h₂ : 0 < I₂)
    (h₀ : Φ₀ ≠ 0) (Φ : ℝ) :
    criticalCurrent I₁ I₂ (fluxPhase Φ₀ Φ) = I₁ + I₂ ↔ ∃ n : ℤ, Φ = n * Φ₀ := by
  rw [← cos_fluxPhase_eq_one_iff h₀]
  have hsq := criticalCurrent_sq I₁ I₂ (fluxPhase Φ₀ Φ)
  constructor
  · intro h
    rw [h] at hsq
    refine mul_left_cancel₀ (mul_pos h₁ h₂).ne' ?_
    linarith
  · intro h
    rw [h] at hsq
    have hn : 0 ≤ criticalCurrent I₁ I₂ (fluxPhase Φ₀ Φ) := Real.sqrt_nonneg _
    refine (sq_eq_sq₀ hn (add_pos h₁ h₂).le).mp ?_
    linarith
```

## (g) Where the lower bound is reached

Under the same hypotheses, show that

I_c(2πΦ/Φ₀) = |I₁ − I₂| ⇔ Φ = (n + 1/2)Φ₀ for some integer n.

Squaring now gives 2I₁I₂ cos θ = −2I₁I₂, so cos θ = −1. Lowering the flux by Φ₀/2 lowers θ by π, and cos(θ − π) = −cos θ. The condition is therefore that of (e) for the flux Φ − Φ₀/2, which must equal nΦ₀. The Lean proof makes the shift in `e`, applies (e) in `hflux` and translates the integer condition in `hshift`.

```lean
/-- With two working junctions, the critical current equals `|I₁ - I₂|` exactly at
half-integer multiples of the flux quantum. -/
theorem criticalCurrent_eq_abs_sub_iff {I₁ I₂ Φ₀ : ℝ} (h₁ : 0 < I₁) (h₂ : 0 < I₂)
    (h₀ : Φ₀ ≠ 0) (Φ : ℝ) :
    criticalCurrent I₁ I₂ (fluxPhase Φ₀ Φ) = |I₁ - I₂| ↔
      ∃ n : ℤ, Φ = (n + 1 / 2) * Φ₀ := by
  -- lowering the flux by half a quantum lowers the phase offset by π
  have e : fluxPhase Φ₀ (Φ - Φ₀ / 2) = fluxPhase Φ₀ Φ - π := by
    rw [fluxPhase, fluxPhase]
    linear_combination (-π) * div_self h₀
  have hflux := cos_fluxPhase_eq_one_iff h₀ (Φ - Φ₀ / 2)
  rw [e, Real.cos_sub_pi] at hflux
  have hshift : (∃ n : ℤ, Φ = (n + 1 / 2) * Φ₀) ↔ ∃ n : ℤ, Φ - Φ₀ / 2 = n * Φ₀ :=
    exists_congr fun n => ⟨fun h => by linarith, fun h => by linarith⟩
  rw [hshift, ← hflux]
  have hsq := criticalCurrent_sq I₁ I₂ (fluxPhase Φ₀ Φ)
  constructor
  · intro h
    rw [h, sq_abs] at hsq
    refine mul_left_cancel₀ (mul_pos h₁ h₂).ne' ?_
    linarith
  · intro h
    have hc : cos (fluxPhase Φ₀ Φ) = -1 := by linarith
    rw [hc] at hsq
    have hn : 0 ≤ criticalCurrent I₁ I₂ (fluxPhase Φ₀ Φ) := Real.sqrt_nonneg _
    refine (sq_eq_sq₀ hn (abs_nonneg _)).mp ?_
    rw [sq_abs]
    linarith
```

## (h) Equal junctions

For I₁ = I₂ = I ≥ 0, show that

I_c(θ) = 2I |cos(θ/2)|.

Since cos θ = 2 cos²(θ/2) − 1, the radicand is

2I²(1 + cos θ) = (2I cos(θ/2))².

Its root is the absolute value of 2I cos(θ/2), and 2I ≥ 0 comes out of the bars. The proof takes the same steps, with `Real.sqrt_sq_eq_abs` for the root. For I = 1 and θ = π/2 the result is the √2 of the opening example.

```lean
/-- For two equal junctions the critical current is `2 I |cos (θ / 2)|`. -/
theorem criticalCurrent_symmetric {I : ℝ} (hI : 0 ≤ I) (θ : ℝ) :
    criticalCurrent I I θ = 2 * I * |cos (θ / 2)| := by
  have h : cos θ = 2 * cos (θ / 2) ^ 2 - 1 := by
    rw [← Real.cos_two_mul]
    congr 1
    ring
  have e : I ^ 2 + I ^ 2 + 2 * I * I * cos θ = (2 * I * cos (θ / 2)) ^ 2 := by
    rw [h]
    ring
  rw [criticalCurrent, e, Real.sqrt_sq_eq_abs, abs_mul,
    abs_of_nonneg (by positivity : 0 ≤ 2 * I)]

end

end TwoJunctionSquid
```

```lean
#print axioms TwoJunctionSquid.squid_critical_current
#print axioms TwoJunctionSquid.criticalCurrent_eq_add_iff
#print axioms TwoJunctionSquid.criticalCurrent_eq_abs_sub_iff
#print axioms TwoJunctionSquid.criticalCurrent_symmetric
```

```
'TwoJunctionSquid.squid_critical_current' depends on axioms: [propext, Classical.choice, Quot.sound]
'TwoJunctionSquid.criticalCurrent_eq_add_iff' depends on axioms: [propext, Classical.choice, Quot.sound]
'TwoJunctionSquid.criticalCurrent_eq_abs_sub_iff' depends on axioms: [propext, Classical.choice, Quot.sound]
'TwoJunctionSquid.criticalCurrent_symmetric' depends on axioms: [propext, Classical.choice, Quot.sound]
```
